# A uniform index-coupled laser grating with non-reflecting ends has no mode at the Bragg frequency, but flipping the coupling at its midpoint allows one

In a distributed feedback laser, a grating along the gain medium scatters a right-going wave $R$ into a left-going wave $S$ and back. With no light entering at either end, the threshold modes on $[0,L]$ obey

$$-R'+(a-id)R=i\kappa S,\qquad S'+(a-id)S=i\kappa R,\qquad R(0)=S(L)=0,$$

where $a$ is the net amplitude gain per length (after distributed losses), $d$ the detuning from the Bragg frequency expressed as a wavenumber, and $\kappa>0$ the coupling. I was taught that the modes come in pairs at $\pm d$ with equal gain, that none sits at $d=0$, and that displacing half of a first-order grating by half a period, which flips the sign of $\kappa$ from $L/2$ on, allows a mode there. Can all three claims be proved from these equations, with the proof checked in Lean?

## Conjugation, an overlap and two joined halves

Yes. For the pairing, conjugate both equations and set $\tilde R=R^*$, $\tilde S=-S^*$. Then

$$\tilde R'=(a+id)\tilde R-i\kappa\tilde S,\qquad \tilde S'=-(a+id)\tilde S+i\kappa\tilde R,$$

which is the original system at $-d$. The end conditions survive, and a second application restores $(R,S)$.

For the missing mode, let $W=\operatorname{Im}(R^*S)$. The product rule gives

$$(R^*S)'=2id\,R^*S+i\kappa(|R|^2+|S|^2),$$

$$W'=2d\operatorname{Re}(R^*S)+\kappa(|R|^2+|S|^2).$$

At $d=0$ the right side is non-negative, so $W$ never decreases. But $W(0)=W(L)=0$, so $W$ is zero throughout, hence $W'=0$ and $R=S=0$.

For the flipped grating, put $d=0$ and $S=iT$. On the left half the equations become $R'=aR+\kappa T$ and $T'=-aT+\kappa R$. With $\gamma=\sqrt{a^2+\kappa^2}$, a solution with $R(0)=0$ is

$$R=\kappa\sinh\gamma z,\qquad T=\gamma\cosh\gamma z-a\sinh\gamma z.$$

On the right half, take the mirror image $z\mapsto L-z$ and exchange $R$ and $T$. This solves the equations with $-\kappa$ and gives $T(L)=0$. Both waves are continuous at $L/2$ when

$$(a+\kappa)\sinh(\gamma L/2)=\gamma\cosh(\gamma L/2).$$

Left minus right equals $-\kappa e^{-\kappa L/2}<0$ at $a=0$. With $E=e^{\gamma L/2}$, it is in general

$$\frac{E^2(a+\kappa-\gamma)-(a+\kappa+\gamma)}{2E}.$$

If $a\ge\kappa$, then $a\le\gamma\le a+\kappa/2$, so $a+\kappa-\gamma\ge\kappa/2$, $a+\kappa+\gamma<4a$ and $E\ge aL/2$. The difference is therefore positive once also $\kappa a(L/2)^2\ge 8$. By continuity there is a root $a>0$.

## What counts as a mode in Lean

`IsMode L κ J a d R S` says that `R` and `S` are continuous on $[0,L]$, solve the equations in the interior away from the set `J` of phase jumps, satisfy the end conditions, and are not both zero throughout the interior. The coupling is a real function of position; a uniform grating has a constant `κ` and `J = ∅`. The amplitude is arbitrary, since the equations are linear.

- `isMode_neg_detuning_iff` states the pairing for any real coupling profile and any `J`.
- `no_mode_at_zero_detuning` excludes $d=0$ for every real $a$, provided the coupling is positive throughout the interior and there is no jump.
- `exists_shifted_mode_at_zero_detuning` gives some $a>0$ and a mode at $d=0$ for `shiftedCoupling`, for all $L,\kappa>0$.

The pairing does not show that a uniform grating has modes, and the last theorem does not say that its gain is unique or the lowest threshold. Complex coupling, facet reflections and gain saturation are left out. For this linear, one-dimensional model, a numerical mode search with real coupling need only cover $d\ge0$.

```lean
import Mathlib

open Set Topology
open Complex (I normSq)

noncomputable section

namespace DistributedFeedbackLaser

/-- A mode of a grating on `[0, L]` with coupling `κ z`, gain `a` and detuning `d`: continuous waves
`R`, `S`, not both zero throughout the interior, that obey `-R' + (a - i d) R = i κ S` and
`S' + (a - i d) S = i κ R` inside the grating off the set `J`, with `R 0 = 0` and `S L = 0`. -/
structure IsMode (L : ℝ) (κ : ℝ → ℝ) (J : Set ℝ) (a d : ℝ) (R S : ℝ → ℂ) : Prop where
  contR : ContinuousOn R (Icc 0 L)
  contS : ContinuousOn S (Icc 0 L)
  eqR : ∀ z ∈ Ioo 0 L \ J,
    HasDerivAt R (((a : ℂ) - I * (d : ℂ)) * R z - I * (κ z : ℂ) * S z) z
  eqS : ∀ z ∈ Ioo 0 L \ J,
    HasDerivAt S (-((a : ℂ) - I * (d : ℂ)) * S z + I * (κ z : ℂ) * R z) z
  left : R 0 = 0
  right : S L = 0
  nonzero : ∃ z ∈ Ioo 0 L, R z ≠ 0 ∨ S z ≠ 0

/-- Complex conjugation, with a change of sign of `S`, turns a mode at detuning `d` into a mode
at detuning `-d` with the same gain. -/
theorem IsMode.conj {L a d : ℝ} {κ : ℝ → ℝ} {J : Set ℝ} {R S : ℝ → ℂ}
    (h : IsMode L κ J a d R S) :
    IsMode L κ J a (-d) (fun z => star (R z)) (fun z => -star (S z)) where
  contR := continuous_star.comp_continuousOn h.contR
  contS := (continuous_star.comp_continuousOn h.contS).neg
  eqR z hz := (h.eqR z hz).star.congr_deriv (by
    simp only [Complex.star_def, map_sub, map_mul, Complex.conj_I, Complex.conj_ofReal,
      Complex.ofReal_neg]
    ring)
  eqS z hz := (h.eqS z hz).star.fun_neg.congr_deriv (by
    simp only [Complex.star_def, map_sub, map_add, map_neg, map_mul, Complex.conj_I,
      Complex.conj_ofReal, Complex.ofReal_neg]
    ring)
  left := by simp [h.left]
  right := by simp [h.right]
  nonzero := by
    obtain ⟨z, hz, hne⟩ := h.nonzero
    exact ⟨z, hz, hne.imp (fun h1 => star_ne_zero.2 h1)
      (fun h1 => neg_ne_zero.2 (star_ne_zero.2 h1))⟩

/-- The waves `(R, S)` form a mode at `(a, d)` exactly when `(R*, -S*)` form a mode
at `(a, -d)`. -/
theorem isMode_neg_detuning_iff {L a d : ℝ} {κ : ℝ → ℝ} {J : Set ℝ} {R S : ℝ → ℂ} :
    IsMode L κ J a d R S ↔
      IsMode L κ J a (-d) (fun z => star (R z)) (fun z => -star (S z)) :=
  ⟨IsMode.conj, fun h => by simpa using h.conj⟩

/-- The out-of-phase overlap `Im (R* S)` of the two waves. -/
def overlap (R S : ℝ → ℂ) (z : ℝ) : ℝ := (star (R z) * S z).im

/-- Where the coupled-wave equations hold, the overlap changes at the rate
`2 d Re (R* S) + k (|R|² + |S|²)`, with `k` the local coupling. -/
theorem overlap_deriv {R S : ℝ → ℂ} {k a d z : ℝ}
    (hR : HasDerivAt R (((a : ℂ) - I * (d : ℂ)) * R z - I * (k : ℂ) * S z) z)
    (hS : HasDerivAt S (-((a : ℂ) - I * (d : ℂ)) * S z + I * (k : ℂ) * R z) z) :
    HasDerivAt (overlap R S)
      (2 * d * (star (R z) * S z).re + k * (normSq (R z) + normSq (S z))) z := by
  have h := hR.star.fun_mul hS
  refine (Complex.imCLM.hasFDerivAt.comp_hasDerivAt z h).congr_deriv ?_
  simp [Complex.normSq_apply]
  ring

/-- A grating without phase jump, whose coupling is positive throughout its interior, has no mode
at zero detuning, whatever the real gain `a`. -/
theorem no_mode_at_zero_detuning {L a : ℝ} {κ : ℝ → ℝ} (hκ : ∀ z ∈ Ioo 0 L, 0 < κ z)
    (R S : ℝ → ℂ) : ¬ IsMode L κ ∅ a 0 R S := by
  intro h
  obtain ⟨z, hz, hne⟩ := h.nonzero
  have hW : ∀ y ∈ Ioo 0 L,
      HasDerivAt (overlap R S) (κ y * (normSq (R y) + normSq (S y))) y := fun y hy =>
    (overlap_deriv (h.eqR y ⟨hy, fun e => e⟩) (h.eqS y ⟨hy, fun e => e⟩)).congr_deriv (by ring)
  have hcont : ContinuousOn (overlap R S) (Icc 0 L) :=
    Complex.continuous_im.comp_continuousOn
      ((continuous_star.comp_continuousOn h.contR).mul h.contS)
  -- the overlap never decreases along the grating
  have hmono : MonotoneOn (overlap R S) (Icc 0 L) := by
    apply monotoneOn_of_deriv_nonneg (convex_Icc 0 L) hcont
    · rw [interior_Icc]
      exact fun y hy => (hW y hy).differentiableAt.differentiableWithinAt
    · rw [interior_Icc]
      intro y hy
      rw [(hW y hy).deriv]
      exact mul_nonneg (hκ y hy).le
        (add_nonneg (Complex.normSq_nonneg _) (Complex.normSq_nonneg _))
  -- it vanishes at both ends, hence everywhere
  have h0 : overlap R S 0 = 0 := by simp [overlap, h.left]
  have h1 : overlap R S L = 0 := by simp [overlap, h.right]
  have hL : (0 : ℝ) ≤ L := (hz.1.trans hz.2).le
  have hzero : ∀ y ∈ Ioo 0 L, overlap R S y = 0 := fun y hy => by
    have h2 := hmono (left_mem_Icc.2 hL) (Ioo_subset_Icc_self hy) hy.1.le
    have h3 := hmono (Ioo_subset_Icc_self hy) (right_mem_Icc.2 hL) hy.2.le
    linarith
  have hev : overlap R S =ᶠ[𝓝 z] fun _ => (0 : ℝ) := by
    filter_upwards [Ioo_mem_nhds hz.1 hz.2] with y hy using hzero y hy
  have heq := (hW z hz).unique ((hasDerivAt_const z (0 : ℝ)).congr_of_eventuallyEq hev)
  have hpos : 0 < normSq (R z) + normSq (S z) := by
    rcases hne with h4 | h4
    · exact add_pos_of_pos_of_nonneg (Complex.normSq_pos.2 h4) (Complex.normSq_nonneg _)
    · exact add_pos_of_nonneg_of_pos (Complex.normSq_nonneg _) (Complex.normSq_pos.2 h4)
  exact (mul_pos (hκ z hz) hpos).ne' heq

/-- The coupling `κ` with its sign flipped from the midpoint `L/2` on. -/
def shiftedCoupling (L κ z : ℝ) : ℝ := if z < L / 2 then κ else -κ

/-- The spatial rate `γ = √(a² + κ²)` at zero detuning. -/
def rate (a κ : ℝ) : ℝ := √(a ^ 2 + κ ^ 2)

/-- The wave `κ sinh γx`, which vanishes at the facet `x = 0`. -/
def outWave (a κ x : ℝ) : ℝ := κ * Real.sinh (rate a κ * x)

/-- The partner wave `γ cosh γx - a sinh γx`. -/
def inWave (a κ x : ℝ) : ℝ :=
  rate a κ * Real.cosh (rate a κ * x) - a * Real.sinh (rate a κ * x)

/-- The profile of `R`: `outWave` up to the midpoint, then the mirror image of `inWave`. -/
def modeR (L κ a z : ℝ) : ℝ := if z ≤ L / 2 then outWave a κ z else inWave a κ (L - z)

/-- The profile of `S / i`: `inWave` up to the midpoint, then the mirror image of `outWave`. -/
def modeT (L κ a z : ℝ) : ℝ := if z ≤ L / 2 then inWave a κ z else outWave a κ (L - z)

/-- The two hyperbolic waves solve the real coupled-wave equations at zero detuning. -/
theorem wave_deriv (a κ x : ℝ) :
    HasDerivAt (outWave a κ) (a * outWave a κ x + κ * inWave a κ x) x ∧
      HasDerivAt (inWave a κ) (-a * inWave a κ x + κ * outWave a κ x) x := by
  have hg : rate a κ ^ 2 = a ^ 2 + κ ^ 2 := Real.sq_sqrt (by positivity)
  have hl : HasDerivAt (fun y => rate a κ * y) (rate a κ) x := by
    simpa using (hasDerivAt_id' x).const_mul (rate a κ)
  refine ⟨(hl.sinh.const_mul κ).congr_deriv ?_,
    ((hl.cosh.const_mul (rate a κ)).fun_sub (hl.sinh.const_mul a)).congr_deriv ?_⟩
  · simp only [outWave, inWave]
    ring
  · simp only [outWave, inWave]
    linear_combination Real.sinh (rate a κ * x) * hg

/-- Away from the midpoint the joined profiles solve the real coupled-wave equations with the
sign-flipped coupling. -/
theorem mode_deriv {L κ a z : ℝ} (hz : z ≠ L / 2) :
    HasDerivAt (modeR L κ a) (a * modeR L κ a z + shiftedCoupling L κ z * modeT L κ a z) z ∧
      HasDerivAt (modeT L κ a)
        (-a * modeT L κ a z + shiftedCoupling L κ z * modeR L κ a z) z := by
  rcases lt_or_gt_of_ne hz with h | h
  · have hR : modeR L κ a =ᶠ[𝓝 z] outWave a κ := by
      filter_upwards [Iio_mem_nhds h] with y hy using if_pos (mem_Iio.1 hy).le
    have hT : modeT L κ a =ᶠ[𝓝 z] inWave a κ := by
      filter_upwards [Iio_mem_nhds h] with y hy using if_pos (mem_Iio.1 hy).le
    have hk : shiftedCoupling L κ z = κ := if_pos h
    rw [hR.eq_of_nhds, hT.eq_of_nhds, hk]
    exact ⟨(wave_deriv a κ z).1.congr_of_eventuallyEq hR,
      (wave_deriv a κ z).2.congr_of_eventuallyEq hT⟩
  · have hR : modeR L κ a =ᶠ[𝓝 z] fun y => inWave a κ (L - y) := by
      filter_upwards [Ioi_mem_nhds h] with y hy using if_neg (not_le.2 (mem_Ioi.1 hy))
    have hT : modeT L κ a =ᶠ[𝓝 z] fun y => outWave a κ (L - y) := by
      filter_upwards [Ioi_mem_nhds h] with y hy using if_neg (not_le.2 (mem_Ioi.1 hy))
    have hRz : modeR L κ a z = inWave a κ (L - z) := hR.eq_of_nhds
    have hTz : modeT L κ a z = outWave a κ (L - z) := hT.eq_of_nhds
    have hk : shiftedCoupling L κ z = -κ := if_neg (not_lt.2 (le_of_lt h))
    have hs : HasDerivAt (fun y => L - y) (-1) z := (hasDerivAt_id' z).const_sub L
    have h1 := wave_deriv a κ (L - z)
    rw [hRz, hTz, hk]
    exact ⟨((h1.2.comp z hs).congr_of_eventuallyEq hR).congr_deriv (by ring),
      ((h1.1.comp z hs).congr_of_eventuallyEq hT).congr_deriv (by ring)⟩

/-- For `L, κ > 0`, if the gain satisfies `(a + κ) sinh (γL/2) = γ cosh (γL/2)`, the joined
profiles are a mode of the grating with flipped coupling, at zero detuning. -/
theorem shifted_mode_of_threshold {L κ a : ℝ} (hL : 0 < L) (hκ : 0 < κ)
    (hthr : (a + κ) * Real.sinh (rate a κ * (L / 2)) =
      rate a κ * Real.cosh (rate a κ * (L / 2))) :
    IsMode L (shiftedCoupling L κ) {L / 2} a 0
      (fun z => (modeR L κ a z : ℂ)) (fun z => I * (modeT L κ a z : ℂ)) := by
  -- the threshold condition is continuity at the midpoint
  have hm : outWave a κ (L / 2) = inWave a κ (L / 2) := by
    simp only [outWave, inWave]
    linear_combination hthr
  have hhalf : L - L / 2 = L / 2 := by ring
  have ho : Continuous (outWave a κ) :=
    continuous_iff_continuousAt.2 fun x => (wave_deriv a κ x).1.continuousAt
  have hi : Continuous (inWave a κ) :=
    continuous_iff_continuousAt.2 fun x => (wave_deriv a κ x).2.continuousAt
  have ho' : Continuous fun z => outWave a κ (L - z) :=
    ho.comp (continuous_const.sub continuous_id)
  have hi' : Continuous fun z => inWave a κ (L - z) :=
    hi.comp (continuous_const.sub continuous_id)
  have hcR : Continuous (modeR L κ a) := by
    refine Continuous.if_le ho hi' continuous_id continuous_const ?_
    intro z hz
    have hz' : z = L / 2 := hz
    rw [hz', hhalf, hm]
  have hcT : Continuous (modeT L κ a) := by
    refine Continuous.if_le hi ho' continuous_id continuous_const ?_
    intro z hz
    have hz' : z = L / 2 := hz
    rw [hz', hhalf, hm]
  have h0 : modeR L κ a 0 = 0 := by
    rw [modeR, if_pos (half_pos hL).le]
    simp [outWave]
  have h1 : modeT L κ a L = 0 := by
    rw [modeT, if_neg (not_le.2 (half_lt_self hL))]
    simp [outWave]
  have hp : 0 < modeR L κ a (L / 2) := by
    have hg : 0 < rate a κ := Real.sqrt_pos.2 (by positivity)
    rw [modeR, if_pos le_rfl]
    exact mul_pos hκ (Real.sinh_pos_iff.2 (mul_pos hg (half_pos hL)))
  refine ⟨(Complex.continuous_ofReal.comp hcR).continuousOn,
    (continuous_const.mul (Complex.continuous_ofReal.comp hcT)).continuousOn, ?_, ?_,
    by simp [h0], by simp [h1],
    ⟨L / 2, ⟨half_pos hL, half_lt_self hL⟩, Or.inl (Complex.ofReal_ne_zero.2 hp.ne')⟩⟩
  · rintro z ⟨-, hJ⟩
    refine (mode_deriv (fun e => hJ (mem_singleton_iff.2 e))).1.ofReal_comp.congr_deriv ?_
    push_cast
    linear_combination (shiftedCoupling L κ z : ℂ) * (modeT L κ a z : ℂ) * Complex.I_sq
  · rintro z ⟨-, hJ⟩
    refine ((mode_deriv (fun e => hJ (mem_singleton_iff.2 e))).2.ofReal_comp.const_mul
      I).congr_deriv ?_
    push_cast
    ring

/-- For every `L, κ > 0` some positive gain satisfies the threshold condition
`(a + κ) sinh (γL/2) = γ cosh (γL/2)`. -/
theorem exists_threshold_gain {L κ : ℝ} (hL : 0 < L) (hκ : 0 < κ) :
    ∃ a : ℝ, 0 < a ∧ (a + κ) * Real.sinh (rate a κ * (L / 2)) =
      rate a κ * Real.cosh (rate a κ * (L / 2)) := by
  let f : ℝ → ℝ := fun a => (a + κ) * Real.sinh (rate a κ * (L / 2)) -
    rate a κ * Real.cosh (rate a κ * (L / 2))
  have hg : Continuous fun a => rate a κ :=
    Real.continuous_sqrt.comp ((continuous_id.pow 2).add continuous_const)
  have hf : Continuous f :=
    ((continuous_id.add continuous_const).mul
      (Real.continuous_sinh.comp (hg.mul continuous_const))).sub
      (hg.mul (Real.continuous_cosh.comp (hg.mul continuous_const)))
  -- without gain the left side is too small
  have hf0 : f 0 < 0 := by
    have hr : rate 0 κ = κ := by simp [rate, Real.sqrt_sq hκ.le]
    change (0 + κ) * Real.sinh (rate 0 κ * (L / 2)) -
      rate 0 κ * Real.cosh (rate 0 κ * (L / 2)) < 0
    rw [hr, Real.sinh_eq, Real.cosh_eq]
    nlinarith [mul_pos hκ (Real.exp_pos (-(κ * (L / 2))))]
  -- at a large gain b it is too large
  obtain ⟨q, hq, h8⟩ : ∃ q : ℝ, 0 < q ∧ κ * (L / 2) ^ 2 * q = 8 :=
    ⟨8 / (κ * (L / 2) ^ 2), by positivity, by field_simp⟩
  obtain ⟨b, hb, hbκ, hkb⟩ : ∃ b : ℝ, 0 < b ∧ κ ≤ b ∧ 8 ≤ κ * b * (L / 2) ^ 2 :=
    ⟨κ + q, by positivity, by linarith, by nlinarith [sq_nonneg (κ * (L / 2))]⟩
  have hfb : 0 < f b := by
    have hg1 : b ≤ rate b κ := (Real.le_sqrt' hb).2 (by nlinarith [sq_nonneg κ])
    have hg2 : rate b κ ≤ b + κ / 2 :=
      Real.sqrt_le_iff.2 ⟨by positivity, by nlinarith [mul_le_mul_of_nonneg_left hbκ hκ.le]⟩
    change 0 < (b + κ) * Real.sinh (rate b κ * (L / 2)) -
      rate b κ * Real.cosh (rate b κ * (L / 2))
    rw [Real.sinh_eq, Real.cosh_eq]
    have hE : b * (L / 2) ≤ Real.exp (rate b κ * (L / 2)) := by
      have h2 := Real.add_one_le_exp (rate b κ * (L / 2))
      have h3 := mul_le_mul_of_nonneg_right hg1 (half_pos hL).le
      linarith
    have hF := Real.exp_pos (-(rate b κ * (L / 2)))
    have hEF : Real.exp (rate b κ * (L / 2)) * Real.exp (-(rate b κ * (L / 2))) = 1 := by
      rw [← Real.exp_add, add_neg_cancel, Real.exp_zero]
    generalize Real.exp (rate b κ * (L / 2)) = E at *
    generalize Real.exp (-(rate b κ * (L / 2))) = F at *
    have key : b + κ + rate b κ < E ^ 2 * (b + κ - rate b κ) := by
      calc b + κ + rate b κ < 4 * b := by linarith
        _ ≤ (b * (L / 2)) ^ 2 * (κ / 2) := by
          nlinarith [mul_le_mul_of_nonneg_left hkb hb.le]
        _ ≤ E ^ 2 * (b + κ - rate b κ) :=
          mul_le_mul (pow_le_pow_left₀ (by positivity) hE 2) (by linarith)
            (by positivity) (by positivity)
    have hid : (b + κ) * ((E - F) / 2) - rate b κ * ((E + F) / 2) =
        F / 2 * (E ^ 2 * (b + κ - rate b κ) - (b + κ + rate b κ)) := by
      linear_combination (-(E / 2) * (b + κ - rate b κ)) * hEF
    rw [hid]
    exact mul_pos (half_pos hF) (sub_pos.2 key)
  obtain ⟨a, ha, hfa⟩ := intermediate_value_Ioo hb.le hf.continuousOn ⟨hf0, hfb⟩
  exact ⟨a, ha.1, sub_eq_zero.1 hfa⟩

/-- Flipping the sign of a constant coupling `κ > 0` at the midpoint of a grating of length `L > 0`
admits a continuous nonzero mode at zero detuning with positive gain. -/
theorem exists_shifted_mode_at_zero_detuning {L κ : ℝ} (hL : 0 < L) (hκ : 0 < κ) :
    ∃ a : ℝ, 0 < a ∧ ∃ R S : ℝ → ℂ,
      IsMode L (shiftedCoupling L κ) {L / 2} a 0 R S := by
  obtain ⟨a, ha, hthr⟩ := exists_threshold_gain hL hκ
  exact ⟨a, ha, _, _, shifted_mode_of_threshold hL hκ hthr⟩

end DistributedFeedbackLaser
```

```lean
#print axioms DistributedFeedbackLaser.isMode_neg_detuning_iff
#print axioms DistributedFeedbackLaser.no_mode_at_zero_detuning
#print axioms DistributedFeedbackLaser.exists_shifted_mode_at_zero_detuning
```

```
'DistributedFeedbackLaser.isMode_neg_detuning_iff' depends on axioms: [propext, Classical.choice, Quot.sound]
'DistributedFeedbackLaser.no_mode_at_zero_detuning' depends on axioms: [propext, Classical.choice, Quot.sound]
'DistributedFeedbackLaser.exists_shifted_mode_at_zero_detuning' depends on axioms: [propext, Classical.choice, Quot.sound]
```

## From the lemmas to the three claims

`IsMode.conj` is the conjugation step; applying it twice gives the equivalence. `overlap_deriv` computes $W'$, and `no_mode_at_zero_detuning` applies it at a point where a wave is nonzero: there $W'$ would be positive, yet $W$ is locally constant.

In the code, `outWave` is the wave travelling away from the nearer end of the grating and `inWave` the one travelling towards it. `wave_deriv` checks the hyperbolic solution and `mode_deriv` its mirrored continuation. `shifted_mode_of_threshold` turns the matching condition into continuity and assembles the mode. `exists_threshold_gain` carries out the two sign estimates and calls `intermediate_value_Ioo`.

The exclusion of $d=0$ turns on `monotoneOn_of_deriv_nonneg`. It asks for continuity on the closed interval but for a non-negative derivative only in its interior. `IsMode` with `J` empty supplies the continuity and the derivative; $d=0$ and the positive coupling give its sign. Since the equations must then hold at every interior point, the theorem is meant for couplings without steps: at a step in $\kappa$ the derivatives of the physical waves generally jump, and such a point would have to be put in `J`.

## Strong coupling

For $\kappa L\gg1$ the matching condition has a root with $a\ll\kappa$. Then $\gamma\approx\kappa$, and the numerator above vanishes when $a\,e^{\kappa L}\approx2\kappa$, so

$$a\approx2\kappa e^{-\kappa L}.$$

This estimate shows the net gain needed at the Bragg frequency, beyond what offsets the distributed losses, falling exponentially as the two half-gratings become better mirrors.
